# Lattices with the same Wigner–Seitz cell about the origin are equal

## One square tile, many lattices?

I have two input files for the same crystal with different primitive vectors. Before I compare their results, I draw both Wigner–Seitz cells in the same Cartesian axes, and if they coincide I treat the two lattices as identical. Now I doubt this step. A unit square tiles the plane on the square lattice, but it also tiles the plane if I shift each row by half a unit, which gives the lattice generated by $(1,0)$ and $(1/2,1)$. So one shape can be a primitive cell of two different lattices. Why should a shared Wigner–Seitz cell be any safer?

## The bisecting planes give the lattice back

Your step is sound, because a Wigner–Seitz cell is more than a tile: its points must be at least as close to the origin as to any other lattice point. In the shifted lattice the square's corner $(1/2,1/2)$ is closer to $(1/2,1)$ than to the origin, so the square is not that lattice's Wigner–Seitz cell.

### Recovering the vectors by small displacements

Let $L$ and $L'$ be lattices with the same cell $W$. Squaring $\|x\|\le\|x-R\|$ gives the bisecting-plane form

$$x\in W \iff 2\,x\cdot R\le \|R\|^2\quad\text{for all } R\in L,$$

and likewise for $L'$. For $R\ne0$, equality holds on the plane that perpendicularly bisects the segment from the origin to $R$; call it the plane of $R$.

**Small steps.** Take $x\in W$ and a direction $u$ with $u\cdot R\le 0$ for every $R\in L$ whose plane contains $x$. Then $x+\varepsilon u\in W$ for some $\varepsilon>0$. Indeed, for $0<\varepsilon<1$ and $\|R\|>2(\|x\|+\|u\|)$, Cauchy–Schwarz gives
$$2(x+\varepsilon u)\cdot R\le 2(\|x\|+\|u\|)\|R\|\le\|R\|^2.$$
Only finitely many $R$ remain. Strict inequalities among them survive a short enough step, and on the planes through $x$ the left side does not grow. The same holds for $L'$.

**Facet vectors.** Call a nonzero $v\in L$ a facet vector if $v\cdot S<\|S\|^2$ for all $S\in L$ other than $0$ and $v$. Then $v/2\in W$, and among the planes of nonzero vectors of $L$ only that of $v$ passes through it.

Move outward: $2(v/2+\varepsilon v)\cdot v=(1+2\varepsilon)\|v\|^2>\|v\|^2$, so every such step leaves $W$. By the small-step result for $L'$, some nonzero $T\in L'$ must have its plane through $v/2$, that is, $v\cdot T=\|T\|^2$.

Now move sideways along $u=\|v\|^2T-\|T\|^2v$. Here
$$u\cdot v=\|v\|^2\|T\|^2-\|T\|^2\|v\|^2=0,\qquad u\cdot T=\|T\|^2(\|v\|^2-\|T\|^2).$$
Since $u\cdot v=0$, a short step stays in $W$. The plane of $T$ then requires $\|T\|^2+2\varepsilon\,u\cdot T\le\|T\|^2$, so $\|v\|^2\le\|T\|^2$. Hence
$$\|v-T\|^2=\|v\|^2-2v\cdot T+\|T\|^2=\|v\|^2-\|T\|^2\le0,$$
and $v=T\in L'$.

**All other vectors.** Suppose $L$ has a vector outside $L'$, and let $v$ be a shortest one. It is nonzero, and by the previous step it is not a facet vector. So some $S\in L$ with $S\ne0,v$ has $v\cdot S\ge\|S\|^2$, and
$$\|v\|^2=\|v-S\|^2+2v\cdot S-\|S\|^2\ge\|v-S\|^2+\|S\|^2.$$
Both $S$ and $v-S$ are nonzero, so both are shorter than $v$ and lie in $L'$. Their sum $v$ then lies in $L'$, a contradiction. Thus $L\subseteq L'$, and exchanging the roles gives equality.

**Primitive vectors.** Let the columns of the invertible matrices $A$ and $A'$ be the primitive vectors. If $R=Az$ with $z$ an integer vector and $\|R\|\le r$, then $|z_i|\le\sum_j|(A^{-1})_{ij}|\,r$, so each ball holds finitely many lattice points. If the lattices are equal, then $A'=AU$ and $A=A'V$ with integer $U,V$. Cancelling $A$ in $A=AUV$ gives $UV=1$, so $\det U=\pm1$. Conversely, such a $U$ has an integer inverse, and the two lattices, hence their cells, agree.

### What the Lean theorems say

`wignerSeitz L` is the closed cell about the origin, boundary included. A lattice is an `AddSubgroup` of a real inner product space, and `FiniteInBalls` says that every ball about the origin holds only finitely many of its points. `bravais A` is $A\mathbb Z^n$ in `EuclideanSpace ℝ (Fin n)`, with primitive vectors as **columns**; if your code stores them as rows, transpose first.

`bravais_eq_of_wignerSeitz_eq` states that if both determinants are nonzero and the cells are equal as sets, the lattices are equal. The determinant condition says that the primitive vectors are linearly independent; finiteness in balls is derived from it. Under the same determinant condition, `wignerSeitz_eq_iff_unimodular` states that the cells agree exactly when $A'=AU$ for an integer matrix $U$ with `IsUnit U.det`, meaning determinant $\pm1$.

Equality is exact and in one fixed frame, so cells that match only after a rotation do not qualify. The step left to you is from cells that agree to within a numerical tolerance to cells that are equal. The theorems also concern the lattice alone, not the atoms placed on it.

Applied to reciprocal primitive vectors, the result says that two ideal infinite crystals with the same first Brillouin zone, in the same axes, have the same reciprocal lattice.

```lean
import Mathlib

open Matrix Filter Topology
open scoped InnerProductSpace

namespace WignerSeitzDeterminesLattice

variable {E : Type*} [NormedAddCommGroup E] [InnerProductSpace ℝ E] {n : ℕ}

/-- The Wigner-Seitz cell about the origin: the points at least as close to the origin as to
any other lattice point. -/
def wignerSeitz (L : AddSubgroup E) : Set E := {x | ∀ R ∈ L, ‖x‖ ≤ ‖x - R‖}

/-- Every ball about the origin holds only finitely many lattice points. -/
def FiniteInBalls (L : AddSubgroup E) : Prop := ∀ r : ℝ, {R : E | R ∈ L ∧ ‖R‖ ≤ r}.Finite

/-- The lattice `A ℤⁿ` of integer combinations of the columns of `A`. -/
def bravais (A : Matrix (Fin n) (Fin n) ℝ) : AddSubgroup (EuclideanSpace ℝ (Fin n)) where
  carrier := {R | ∃ z : Fin n → ℤ, R = WithLp.toLp 2 (A *ᵥ fun i => (z i : ℝ))}
  zero_mem' := ⟨0, by ext i; simp [Matrix.mulVec, dotProduct]⟩
  add_mem' := by
    rintro _ _ ⟨z, rfl⟩ ⟨w, rfl⟩
    exact ⟨z + w, by ext i; simp [Matrix.mulVec, dotProduct, mul_add, Finset.sum_add_distrib]⟩
  neg_mem' := by
    rintro _ ⟨z, rfl⟩
    exact ⟨-z, by ext i; simp [Matrix.mulVec, dotProduct]⟩

/-- A point lies in the cell exactly when it is on the inner side of the plane bisecting each
lattice vector. -/
theorem mem_wignerSeitz_iff {L : AddSubgroup E} {x : E} :
    x ∈ wignerSeitz L ↔ ∀ R ∈ L, 2 * ⟪x, R⟫_ℝ ≤ ‖R‖ ^ 2 := by
  unfold wignerSeitz
  rw [Set.mem_ofPred_eq]
  refine forall₂_congr fun R _ => ?_
  rw [← sq_le_sq₀ (norm_nonneg _) (norm_nonneg _), norm_sub_sq_real]
  constructor <;> intro h <;> linarith

/-- In a lattice with finitely many points in each ball, a point of the cell can be moved a
short way along `u` without leaving the cell, if `u` does not point outward through any
bisecting plane on which the point lies. -/
theorem exists_step_mem {L : AddSubgroup E} (hL : FiniteInBalls L) {x u : E}
    (h : ∀ R ∈ L, 2 * ⟪x, R⟫_ℝ < ‖R‖ ^ 2 ∨ (2 * ⟪x, R⟫_ℝ ≤ ‖R‖ ^ 2 ∧ ⟪u, R⟫_ℝ ≤ 0)) :
    ∃ ε : ℝ, 0 < ε ∧ x + ε • u ∈ wignerSeitz L := by
  -- the finitely many near planes are respected by all short steps
  have near : ∀ᶠ ε : ℝ in 𝓝[>] 0, ∀ R ∈ {R : E | R ∈ L ∧ ‖R‖ ≤ 2 * (‖x‖ + ‖u‖)},
      2 * (⟪x, R⟫_ℝ + ε * ⟪u, R⟫_ℝ) ≤ ‖R‖ ^ 2 := by
    rw [Filter.eventually_all_finite (hL _)]
    rintro R ⟨hR, -⟩
    rcases h R hR with h1 | ⟨h1, h2⟩
    · have hc : Continuous fun ε : ℝ => 2 * (⟪x, R⟫_ℝ + ε * ⟪u, R⟫_ℝ) := by fun_prop
      have h0 : ∀ᶠ ε : ℝ in 𝓝 0, 2 * (⟪x, R⟫_ℝ + ε * ⟪u, R⟫_ℝ) < ‖R‖ ^ 2 :=
        hc.continuousAt.eventually_lt continuousAt_const (by simpa using h1)
      exact (h0.filter_mono nhdsWithin_le_nhds).mono fun ε h => h.le
    · filter_upwards [self_mem_nhdsWithin] with ε hε
      have := mul_nonpos_of_nonneg_of_nonpos (le_of_lt hε) h2
      linarith
  have small : ∀ᶠ ε : ℝ in 𝓝[>] 0, ε < 1 :=
    (eventually_lt_nhds one_pos).filter_mono nhdsWithin_le_nhds
  have pos : ∀ᶠ ε : ℝ in 𝓝[>] 0, 0 < ε := self_mem_nhdsWithin
  obtain ⟨ε, ⟨hn, h1⟩, h0⟩ := ((near.and small).and pos).exists
  refine ⟨ε, h0, mem_wignerSeitz_iff.2 fun R hR => ?_⟩
  by_cases hr : ‖R‖ ≤ 2 * (‖x‖ + ‖u‖)
  · rw [inner_add_left, real_inner_smul_left]
    exact hn R ⟨hR, hr⟩
  · -- far planes are out of reach by Cauchy-Schwarz
    have a := real_inner_le_norm (x + ε • u) R
    have b : ‖x + ε • u‖ ≤ ‖x‖ + ‖u‖ := by
      have b1 := norm_add_le x (ε • u)
      rw [norm_smul, Real.norm_of_nonneg h0.le] at b1
      nlinarith [norm_nonneg u]
    have c := mul_le_mul_of_nonneg_right b (norm_nonneg R)
    nlinarith [mul_nonneg (sub_nonneg.2 (not_le.1 hr).le) (norm_nonneg R)]

/-- Let two lattices, each with finitely many points in every ball, have the same cell. A nonzero
vector `v` of the first, whose midpoint `v/2` is strictly inside the bisecting planes of all other
nonzero vectors of that lattice, belongs to the second. -/
theorem facet_vector_mem {L L' : AddSubgroup E} (hL : FiniteInBalls L) (hL' : FiniteInBalls L')
    (hW : wignerSeitz L = wignerSeitz L') {v : E} (hv : v ∈ L) (hv0 : v ≠ 0)
    (hf : ∀ S ∈ L, S ≠ 0 → S ≠ v → ⟪v, S⟫_ℝ < ‖S‖ ^ 2) : v ∈ L' := by
  have half : ∀ S : E, 2 * ⟪(1 / 2 : ℝ) • v, S⟫_ℝ = ⟪v, S⟫_ℝ := by
    intro S
    rw [real_inner_smul_left]
    ring
  have vv : ⟪v, v⟫_ℝ = ‖v‖ ^ 2 := real_inner_self_eq_norm_sq v
  have vpos : 0 < ‖v‖ ^ 2 := pow_pos (norm_pos_iff.2 hv0) 2
  have mid : (1 / 2 : ℝ) • v ∈ wignerSeitz L := mem_wignerSeitz_iff.2 fun S hS => by
    rw [half]
    rcases eq_or_ne S 0 with h | h
    · simp [h]
    · rcases eq_or_ne S v with h' | h'
      · subst h'
        exact vv.le
      · exact (hf S hS h h').le
  rw [hW] at mid
  have le' := mem_wignerSeitz_iff.1 mid
  -- a step outward along v leaves the cell, so a plane of L' passes through v/2
  obtain ⟨T, hT, hT0, hTv⟩ : ∃ T ∈ L', T ≠ 0 ∧ ⟪v, T⟫_ℝ = ‖T‖ ^ 2 := by
    by_contra hno
    obtain ⟨ε, h0, hε⟩ := exists_step_mem hL' (x := (1 / 2 : ℝ) • v) (u := v) (fun T hT => by
      rcases eq_or_ne T 0 with h | h
      · right
        simp [h]
      · left
        exact lt_of_le_of_ne (le' T hT) fun e => hno ⟨T, hT, h, (half T).symm.trans e⟩)
    rw [← hW] at hε
    have key := mem_wignerSeitz_iff.1 hε v hv
    rw [inner_add_left, mul_add, half, real_inner_smul_left, vv] at key
    nlinarith [mul_pos h0 vpos]
  have tpos : 0 < ‖T‖ ^ 2 := pow_pos (norm_pos_iff.2 hT0) 2
  -- a step sideways, orthogonal to v, stays in the cell, so the two planes coincide
  have uv : ⟪‖v‖ ^ 2 • T - ‖T‖ ^ 2 • v, v⟫_ℝ = 0 := by
    rw [inner_sub_left, real_inner_smul_left, real_inner_smul_left, real_inner_comm v T, hTv, vv]
    ring
  obtain ⟨ε, h0, hε⟩ := exists_step_mem hL (x := (1 / 2 : ℝ) • v)
    (u := ‖v‖ ^ 2 • T - ‖T‖ ^ 2 • v) (fun S hS => by
      rcases eq_or_ne S 0 with h | h
      · right
        simp [h]
      · rcases eq_or_ne S v with h' | h'
        · right
          rw [h']
          exact ⟨((half v).trans vv).le, uv.le⟩
        · left
          rw [half]
          exact hf S hS h h')
  rw [hW] at hε
  have key := mem_wignerSeitz_iff.1 hε T hT
  rw [inner_add_left, mul_add, half, real_inner_smul_left, inner_sub_left, real_inner_smul_left,
    real_inner_smul_left, real_inner_self_eq_norm_sq T, hTv] at key
  have vt : ‖v‖ ^ 2 ≤ ‖T‖ ^ 2 := by
    by_contra h
    have := mul_pos (mul_pos h0 tpos) (sub_pos.2 (not_le.1 h))
    nlinarith
  have d := norm_sub_sq_real v T
  rw [hTv] at d
  have d0 : ‖v - T‖ ^ 2 = 0 := le_antisymm (by linarith) (sq_nonneg _)
  have e : v = T := sub_eq_zero.1 (norm_eq_zero.1 ((pow_eq_zero_iff two_ne_zero).1 d0))
  rw [e]
  exact hT

/-- If two lattices, each with finitely many points in every ball, have the same cell, then the
first is contained in the second. -/
theorem le_of_wignerSeitz_eq {L L' : AddSubgroup E} (hL : FiniteInBalls L)
    (hL' : FiniteInBalls L') (hW : wignerSeitz L = wignerSeitz L') : L ≤ L' := by
  intro w hw
  by_contra hw'
  -- take a shortest vector v of L outside L'
  obtain ⟨v, ⟨⟨hv, hvw⟩, hv'⟩, hmin⟩ := Set.exists_min_image
    ({R : E | R ∈ L ∧ ‖R‖ ≤ ‖w‖} ∩ {R | R ∉ L'}) (fun R => ‖R‖)
    ((hL ‖w‖).subset Set.inter_subset_left) ⟨w, ⟨hw, le_rfl⟩, hw'⟩
  have short : ∀ S ∈ L, ‖S‖ < ‖v‖ → S ∈ L' := fun S hS hlt => by
    by_contra hS'
    exact absurd (hmin S ⟨⟨hS, hlt.le.trans hvw⟩, hS'⟩) (not_le_of_gt hlt)
  have hv0 : v ≠ 0 := fun h => hv' (by rw [h]; exact L'.zero_mem)
  refine hv' (facet_vector_mem hL hL' hW hv hv0 fun S hS hS0 hSv => ?_)
  by_contra hge
  -- otherwise v = S + (v - S) with both parts shorter than v
  have e := norm_sub_sq_real v S
  have s1 : 0 < ‖S‖ ^ 2 := pow_pos (norm_pos_iff.2 hS0) 2
  have s2 : 0 < ‖v - S‖ ^ 2 := pow_pos (norm_pos_iff.2 (sub_ne_zero.2 hSv.symm)) 2
  have hge' := not_lt.1 hge
  have m1 := short S hS (lt_of_pow_lt_pow_left₀ 2 (norm_nonneg _) (by linarith))
  have m2 := short (v - S) (L.sub_mem hv hS)
    (lt_of_pow_lt_pow_left₀ 2 (norm_nonneg _) (by linarith))
  exact hv' (by simpa using L'.add_mem m1 m2)

/-- For invertible `A`, every ball holds finitely many points of `A ℤⁿ`. -/
theorem bravais_finiteInBalls {A : Matrix (Fin n) (Fin n) ℝ} (hA : A.det ≠ 0) :
    FiniteInBalls (bravais A) := by
  intro r
  refine ((Set.finite_Icc (fun i => -⌈∑ j, |A⁻¹ i j| * r⌉)
    (fun i => ⌈∑ j, |A⁻¹ i j| * r⌉)).image
    (fun z : Fin n → ℤ => WithLp.toLp 2 (A *ᵥ fun i => (z i : ℝ)))).subset ?_
  rintro _ ⟨⟨z, rfl⟩, hr⟩
  -- the integer coordinates are recovered by A⁻¹, hence bounded
  have h : A⁻¹ *ᵥ (A *ᵥ fun k => (z k : ℝ)) = fun k => (z k : ℝ) := by
    rw [Matrix.mulVec_mulVec, Matrix.nonsing_inv_mul A (isUnit_iff_ne_zero.2 hA),
      Matrix.one_mulVec]
  have bound : ∀ i, |(z i : ℝ)| ≤ ∑ j, |A⁻¹ i j| * r := by
    intro i
    have hz : (z i : ℝ) = ∑ j, A⁻¹ i j * (A *ᵥ fun k => (z k : ℝ)) j := (congrFun h i).symm
    rw [hz]
    refine (Finset.abs_sum_le_sum_abs _ _).trans (Finset.sum_le_sum fun j _ => ?_)
    rw [abs_mul]
    exact mul_le_mul_of_nonneg_left
      ((PiLp.norm_apply_le (WithLp.toLp 2 (A *ᵥ fun k => (z k : ℝ))) j).trans hr) (abs_nonneg _)
  have b : ∀ i, |z i| ≤ ⌈∑ j, |A⁻¹ i j| * r⌉ := fun i => by
    exact_mod_cast (bound i).trans (Int.le_ceil _)
  exact ⟨z, ⟨fun i => (abs_le.1 (b i)).1, fun i => (abs_le.1 (b i)).2⟩, rfl⟩

/-- The Wigner-Seitz cell determines its lattice: for invertible `A` and `A'`, equal cells
about the origin imply `A ℤⁿ = A' ℤⁿ`. -/
theorem bravais_eq_of_wignerSeitz_eq {A A' : Matrix (Fin n) (Fin n) ℝ} (hA : A.det ≠ 0)
    (hA' : A'.det ≠ 0) (hW : wignerSeitz (bravais A) = wignerSeitz (bravais A')) :
    bravais A = bravais A' :=
  le_antisymm
    (le_of_wignerSeitz_eq (bravais_finiteInBalls hA) (bravais_finiteInBalls hA') hW)
    (le_of_wignerSeitz_eq (bravais_finiteInBalls hA') (bravais_finiteInBalls hA) hW.symm)

/-- `A' ℤⁿ` is contained in `A ℤⁿ` exactly when the columns of `A'` are integer combinations
of the columns of `A`. -/
theorem bravais_le_iff {A A' : Matrix (Fin n) (Fin n) ℝ} :
    bravais A' ≤ bravais A ↔
      ∃ U : Matrix (Fin n) (Fin n) ℤ, A' = A * U.map (Int.cast : ℤ → ℝ) := by
  constructor
  · intro h
    have col : ∀ j, ∃ z : Fin n → ℤ, ∀ i, A' i j = (A *ᵥ fun k => (z k : ℝ)) i := by
      intro j
      obtain ⟨z, hz⟩ := h ⟨Pi.single j 1, rfl⟩
      refine ⟨z, fun i => ?_⟩
      have := congrArg (fun x => x.ofLp i) hz
      simpa [Matrix.mulVec, dotProduct, Pi.single_apply] using this
    choose z hz using col
    refine ⟨Matrix.of fun i j => z j i, ?_⟩
    ext i j
    rw [hz j i]
    simp [Matrix.mul_apply, Matrix.mulVec, dotProduct]
  · rintro ⟨U, rfl⟩ _ ⟨z, rfl⟩
    have e : U.map (Int.cast : ℤ → ℝ) *ᵥ (fun i => (z i : ℝ)) = fun i => ((U *ᵥ z) i : ℝ) := by
      ext i
      simp [Matrix.mulVec, dotProduct]
    exact ⟨U *ᵥ z, by rw [← Matrix.mulVec_mulVec, e]⟩

/-- Two invertible basis matrices have the same Wigner-Seitz cell exactly when they differ by
an integer change of basis whose determinant is a unit of `ℤ`. -/
theorem wignerSeitz_eq_iff_unimodular {A A' : Matrix (Fin n) (Fin n) ℝ} (hA : A.det ≠ 0)
    (hA' : A'.det ≠ 0) : wignerSeitz (bravais A) = wignerSeitz (bravais A') ↔
      ∃ U : Matrix (Fin n) (Fin n) ℤ, IsUnit U.det ∧ A' = A * U.map (Int.cast : ℤ → ℝ) := by
  have cast_iff : ∀ U V : Matrix (Fin n) (Fin n) ℤ,
      U.map (Int.cast : ℤ → ℝ) * V.map (Int.cast : ℤ → ℝ) = 1 ↔ U * V = 1 := by
    intro U V
    rw [← Matrix.ext_iff, ← Matrix.ext_iff]
    refine forall₂_congr fun i j => ?_
    simp only [Matrix.mul_apply, Matrix.one_apply, Matrix.map_apply]
    norm_cast
  constructor
  · intro hW
    have hL := bravais_eq_of_wignerSeitz_eq hA hA' hW
    obtain ⟨U, hU⟩ := bravais_le_iff.1 hL.ge
    obtain ⟨V, hV⟩ := bravais_le_iff.1 hL.le
    -- A = A U V, and A cancels
    have h1 : A * (U.map (Int.cast : ℤ → ℝ) * V.map (Int.cast : ℤ → ℝ)) = A := by
      rw [← mul_assoc, ← hU, ← hV]
    have h2 := congrArg (fun M => A⁻¹ * M) h1
    simp only [← mul_assoc, Matrix.nonsing_inv_mul A (isUnit_iff_ne_zero.2 hA), one_mul] at h2
    have h3 := (cast_iff U V).1 h2
    exact ⟨U, isUnit_iff_exists_inv.2 ⟨V.det, by rw [← Matrix.det_mul, h3, Matrix.det_one]⟩, hU⟩
  · rintro ⟨U, hU, h⟩
    have hinv := (cast_iff U U⁻¹).2 (Matrix.mul_nonsing_inv U hU)
    have hL : bravais A = bravais A' := le_antisymm
      (bravais_le_iff.2 ⟨U⁻¹, by rw [h, mul_assoc, hinv, mul_one]⟩) (bravais_le_iff.2 ⟨U, h⟩)
    rw [hL]

end WignerSeitzDeterminesLattice
```

```lean
#print axioms WignerSeitzDeterminesLattice.bravais_eq_of_wignerSeitz_eq
-- 'WignerSeitzDeterminesLattice.bravais_eq_of_wignerSeitz_eq' depends on axioms: [propext, Classical.choice, Quot.sound]
#print axioms WignerSeitzDeterminesLattice.wignerSeitz_eq_iff_unimodular
-- 'WignerSeitzDeterminesLattice.wignerSeitz_eq_iff_unimodular' depends on axioms: [propext, Classical.choice, Quot.sound]
```

### How the lemmas carry the argument

`mem_wignerSeitz_iff` is the bisecting-plane form. `exists_step_mem` is the small-step result: the filter `𝓝[>] 0` expresses "for all sufficiently small positive $\varepsilon$", `Filter.eventually_all_finite` combines the finitely many near planes, and `real_inner_le_norm` supplies Cauchy–Schwarz for the far ones.

`facet_vector_mem` uses that lemma twice. The first use, inside `by_contra hno`, is the outward step and produces `T`. The second is the sideways step, with `uv` recording $u\cdot v=0$ and `vt` the resulting $\|v\|^2\le\|T\|^2$.

In `le_of_wignerSeitz_eq`, `Set.exists_min_image` picks a shortest vector of `L` outside `L'`, searching only the finite set of such vectors no longer than the given `w`. The facts `m1` and `m2` put the two shorter summands in `L'`.

`bravais_finiteInBalls` encloses the integer coordinates in a finite box, and `le_antisymm` then joins the two inclusions. `bravais_le_iff` reads off the columns of $U$ by applying the inclusion to each column of $A'$. In the last theorem, `cast_iff` carries $UV=1$ between real and integer matrices, and taking determinants shows that $\det U$ is a unit.
